# For symmetric coupling $T$ and $\alpha>0$ with $\alpha\lVert T\rVert<1$, the induced-dipole iteration converges to the unique minimiser of the polarisation energy

Let $E$ be a finite-dimensional real inner-product space whose vectors $m$ collect the induced dipoles at all polarisable sites. Let $F\in E$ be the external field at those sites, $\alpha>0$ a polarisability common to all of them, and $T$ a symmetric linear map such that $Tm$ is the field the dipoles produce at each other's positions. One update of the dipoles and the polarisation energy are

$$\Phi(m)=\alpha(F+Tm),\qquad U(m)=\frac{\lVert m\rVert^2}{2\alpha}-\frac{\langle m,Tm\rangle}{2}-\langle F,m\rangle .$$

I iterate $\Phi$ until the dipoles stop changing and then report $-\tfrac12\langle F,m\rangle$ as the energy. My understanding is that for $\alpha\lVert T\rVert<1$, with the operator norm, this works from any starting dipoles, and that the result is the unique minimiser of $U$. Can someone give me a full proof, and one that a machine has checked?

## Yes: the update is a contraction, and its fixed point minimises the energy

### Convergence from every start

The external field cancels in the difference of two updates:

$$\Phi(x)-\Phi(y)=\alpha T(x-y),\qquad \lVert\Phi(x)-\Phi(y)\rVert\le q\,\lVert x-y\rVert,\qquad q=\alpha\lVert T\rVert .$$

Since $q<1$ and $E$ is complete, the contraction principle gives a vector $s$ with $\Phi(s)=s$. These are the self-consistent dipoles. Write $m_n$ for the result of $n$ updates of $m_0$. Then $\lVert m_{n+1}-s\rVert=\lVert\Phi(m_n)-\Phi(s)\rVert\le q\lVert m_n-s\rVert$, and by induction

$$\lVert m_n-s\rVert\le q^n\lVert m_0-s\rVert\to 0 .$$

### The energy around the self-consistent dipoles

Put $m=s+d$ and expand. Symmetry of $T$ gives $\langle s,Td\rangle+\langle d,Ts\rangle=2\langle Ts,d\rangle$, so

$$U(s+d)=U(s)+\Big\langle \frac{s}{\alpha}-Ts-F,\;d\Big\rangle+\frac{\lVert d\rVert^2}{2\alpha}-\frac{\langle d,Td\rangle}{2}.$$

The equation $s=\alpha(F+Ts)$ says that $s/\alpha-Ts=F$, so the linear term vanishes. Taking the inner product of the same equation with $s$ gives $\lVert s\rVert^2/\alpha-\langle s,Ts\rangle=\langle F,s\rangle$, hence

$$U(s)=\tfrac12\langle F,s\rangle-\langle F,s\rangle=-\tfrac12\langle F,s\rangle .$$

By Cauchy–Schwarz, $|\langle d,Td\rangle|\le\lVert T\rVert\lVert d\rVert^2$. The energy excess is therefore bounded on both sides:

$$\frac12\Big(\frac1\alpha-\lVert T\rVert\Big)\lVert d\rVert^2\le U(s+d)-U(s)\le\frac12\Big(\frac1\alpha+\lVert T\rVert\Big)\lVert d\rVert^2 .$$

Because $\lVert T\rVert<1/\alpha$, the left side is positive for every $d\ne0$, and $s$ is the unique minimiser. Setting $d=m_n-s$ on the right gives

$$U(m_n)-U(s)\le\frac12\Big(\frac1\alpha+\lVert T\rVert\Big)\big(q^n\lVert m_0-s\rVert\big)^2 .$$

### An unstable mode when the coupling is too strong

Suppose that $Tv=\tau v$ with $v\neq0$ and $\alpha\tau>1$. Along this mode

$$U(rv)=-a r^2-r\langle F,v\rangle,\qquad a=\frac12\Big(\tau-\frac1\alpha\Big)\lVert v\rVert^2>0,$$

which tends to $-\infty$ as $r$ grows. This is the polarisation catastrophe: the dipoles gain more from their mutual interaction than it costs to polarise them.

### The Lean file

```lean
import Mathlib

open Filter
open scoped InnerProductSpace Topology

namespace PolarisableEmbedding

noncomputable section

variable {E : Type*} [NormedAddCommGroup E] [InnerProductSpace ℝ E]

/-- One update of the induced dipoles: each responds with polarisability `α` to the external
field `F` plus the field `T m` of the present dipoles. -/
def dipoleStep (T : E →L[ℝ] E) (F : E) (α : ℝ) (m : E) : E := α • (F + T m)

/-- The polarisation energy of the dipoles `m`, for `α ≠ 0`: self-energy, mutual interaction
and interaction with the external field. -/
def energy (T : E →L[ℝ] E) (F : E) (α : ℝ) (m : E) : ℝ :=
  ‖m‖ ^ 2 / (2 * α) - ⟪m, T m⟫_ℝ / 2 - ⟪F, m⟫_ℝ

/-- For `α > 0`, one update multiplies the distance between two sets of dipoles by at most
`α ‖T‖`. -/
theorem dipoleStep_contracts (T : E →L[ℝ] E) (F : E) {α : ℝ} (hα : 0 < α) (x y : E) :
    ‖dipoleStep T F α x - dipoleStep T F α y‖ ≤ α * ‖T‖ * ‖x - y‖ := by
  -- the external field cancels in the difference
  have h : dipoleStep T F α x - dipoleStep T F α y = α • T (x - y) := by
    simp only [dipoleStep, map_sub]
    module
  rw [h, norm_smul, Real.norm_of_nonneg hα.le, mul_assoc]
  exact mul_le_mul_of_nonneg_left (T.le_opNorm _) hα.le

/-- For `α > 0`, the distance of the `n`-th iterate from self-consistent dipoles `s` is at most
`(α ‖T‖) ^ n` times the initial distance. -/
theorem iterate_error (T : E →L[ℝ] E) (F : E) {α : ℝ} (hα : 0 < α) {s : E}
    (hs : dipoleStep T F α s = s) (m₀ : E) (n : ℕ) :
    ‖(dipoleStep T F α)^[n] m₀ - s‖ ≤ (α * ‖T‖) ^ n * ‖m₀ - s‖ := by
  induction n with
  | zero => simp
  | succ n ih =>
    rw [Function.iterate_succ_apply']
    have h := dipoleStep_contracts T F hα ((dipoleStep T F α)^[n] m₀) s
    rw [hs] at h
    have h0 : 0 ≤ α * ‖T‖ := mul_nonneg hα.le (norm_nonneg _)
    calc _ ≤ α * ‖T‖ * ‖(dipoleStep T F α)^[n] m₀ - s‖ := h
      _ ≤ α * ‖T‖ * ((α * ‖T‖) ^ n * ‖m₀ - s‖) := mul_le_mul_of_nonneg_left ih h0
      _ = (α * ‖T‖) ^ (n + 1) * ‖m₀ - s‖ := by ring

/-- For symmetric `T` and `α > 0`, the energy of any dipoles `m` is `-⟪F, s⟫ / 2` plus a
quadratic form in the deviation of `m` from self-consistent dipoles `s`. -/
theorem energy_complete_square {T : E →L[ℝ] E} (hT : ∀ x y, ⟪T x, y⟫_ℝ = ⟪x, T y⟫_ℝ)
    {F : E} {α : ℝ} (hα : 0 < α) {s : E} (hs : dipoleStep T F α s = s) (m : E) :
    energy T F α m = -⟪F, s⟫_ℝ / 2
      + (‖m - s‖ ^ 2 / (2 * α) - ⟪m - s, T (m - s)⟫_ℝ / 2) := by
  -- self-consistency, tested against an arbitrary vector
  have h : ∀ x, ⟪s, x⟫_ℝ = α * (⟪F, x⟫_ℝ + ⟪T s, x⟫_ℝ) := by
    intro x
    have h' := congrArg (fun z => ⟪z, x⟫_ℝ) hs
    simp only [dipoleStep, inner_add_left, real_inner_smul_left] at h'
    exact h'.symm
  have h1 : ⟪m, s⟫_ℝ = α * (⟪F, m⟫_ℝ + ⟪T s, m⟫_ℝ) := by
    rw [real_inner_comm]
    exact h m
  have h2 : ‖s‖ ^ 2 = α * (⟪F, s⟫_ℝ + ⟪T s, s⟫_ℝ) := by
    rw [← real_inner_self_eq_norm_sq]
    exact h s
  have e1 : ⟪s, T m⟫_ℝ = ⟪T s, m⟫_ℝ := (hT s m).symm
  have e2 : ⟪m, T s⟫_ℝ = ⟪T s, m⟫_ℝ := real_inner_comm _ _
  have e3 : ⟪s, T s⟫_ℝ = ⟪T s, s⟫_ℝ := (hT s s).symm
  have hne : α ≠ 0 := hα.ne'
  simp only [energy, norm_sub_sq_real, map_sub, inner_sub_left, inner_sub_right]
  rw [e1, e2, e3, h1, h2]
  field_simp
  ring

/-- For symmetric `T` and `α > 0`, the energy relative to self-consistent dipoles `s` lies
between `(1/α - ‖T‖) / 2` and `(1/α + ‖T‖) / 2` times the squared deviation from `s`. -/
theorem energy_excess_bounds {T : E →L[ℝ] E} (hT : ∀ x y, ⟪T x, y⟫_ℝ = ⟪x, T y⟫_ℝ)
    {F : E} {α : ℝ} (hα : 0 < α) {s : E} (hs : dipoleStep T F α s = s) (m : E) :
    (1 / α - ‖T‖) / 2 * ‖m - s‖ ^ 2 ≤ energy T F α m - energy T F α s ∧
    energy T F α m - energy T F α s ≤ (1 / α + ‖T‖) / 2 * ‖m - s‖ ^ 2 := by
  have hm := energy_complete_square hT hα hs m
  have h0 : energy T F α s = -⟪F, s⟫_ℝ / 2 := by
    simpa using energy_complete_square hT hα hs s
  -- Cauchy-Schwarz and the operator norm control the interaction term
  have hb : |⟪m - s, T (m - s)⟫_ℝ| ≤ ‖T‖ * ‖m - s‖ ^ 2 := by
    calc _ ≤ ‖m - s‖ * ‖T (m - s)‖ := abs_real_inner_le_norm _ _
      _ ≤ ‖m - s‖ * (‖T‖ * ‖m - s‖) :=
        mul_le_mul_of_nonneg_left (T.le_opNorm _) (norm_nonneg _)
      _ = ‖T‖ * ‖m - s‖ ^ 2 := by ring
  obtain ⟨hl, hu⟩ := abs_le.mp hb
  rw [hm, h0]
  constructor
  · linear_combination (1 / 2) * hu
  · linear_combination (1 / 2) * hl

/-- For symmetric `T` and `α > 0`, the energy of the `n`-th iterate minus that of self-consistent
dipoles `s` is at most `(1/α + ‖T‖) / 2` times the square of `(α ‖T‖) ^ n * ‖m₀ - s‖`. -/
theorem iterate_energy_error {T : E →L[ℝ] E} (hT : ∀ x y, ⟪T x, y⟫_ℝ = ⟪x, T y⟫_ℝ)
    {F : E} {α : ℝ} (hα : 0 < α) {s : E} (hs : dipoleStep T F α s = s) (m₀ : E) (n : ℕ) :
    energy T F α ((dipoleStep T F α)^[n] m₀) - energy T F α s
      ≤ (1 / α + ‖T‖) / 2 * ((α * ‖T‖) ^ n * ‖m₀ - s‖) ^ 2 := by
  refine (energy_excess_bounds hT hα hs _).2.trans ?_
  have hc : 0 ≤ (1 / α + ‖T‖) / 2 := by positivity
  exact mul_le_mul_of_nonneg_left
    (pow_le_pow_left₀ (norm_nonneg _) (iterate_error T F hα hs m₀ n) 2) hc

/-- For symmetric `T`, `α > 0` and `α ‖T‖ < 1` there are self-consistent dipoles `s` to which the
iteration converges from every start; they are the unique minimiser of the polarisation energy,
with energy `-⟪F, s⟫ / 2`. -/
theorem induced_dipoles_converge_to_minimiser [CompleteSpace E] {T : E →L[ℝ] E}
    (hT : ∀ x y, ⟪T x, y⟫_ℝ = ⟪x, T y⟫_ℝ) (F : E) {α : ℝ} (hα : 0 < α)
    (hαT : α * ‖T‖ < 1) :
    ∃ s : E, dipoleStep T F α s = s ∧
      (∀ m₀, Tendsto (fun n : ℕ => (dipoleStep T F α)^[n] m₀) atTop (𝓝 s)) ∧
      (∀ m, m ≠ s → energy T F α s < energy T F α m) ∧
      energy T F α s = -⟪F, s⟫_ℝ / 2 := by
  have h0 : 0 ≤ α * ‖T‖ := mul_nonneg hα.le (norm_nonneg _)
  -- the contraction principle supplies the self-consistent dipoles
  have hc : ContractingWith ⟨α * ‖T‖, h0⟩ (dipoleStep T F α) := by
    refine ⟨NNReal.coe_lt_coe.mp hαT, LipschitzWith.of_dist_le_mul fun x y => ?_⟩
    rw [dist_eq_norm, dist_eq_norm]
    exact dipoleStep_contracts T F hα x y
  obtain ⟨s, hs⟩ : ∃ s, dipoleStep T F α s = s := ⟨_, hc.fixedPoint_isFixedPt⟩
  refine ⟨s, hs, fun m₀ => ?_, fun m hm => ?_, ?_⟩
  · rw [tendsto_iff_norm_sub_tendsto_zero]
    refine squeeze_zero (fun n => norm_nonneg _) (iterate_error T F hα hs m₀) ?_
    simpa using (tendsto_pow_atTop_nhds_zero_of_lt_one h0 hαT).mul_const ‖m₀ - s‖
  · -- the quadratic form is positive because ‖T‖ < 1/α
    have h1 : ‖T‖ < 1 / α := by
      rw [lt_div_iff₀ hα]
      linarith [mul_comm α ‖T‖]
    have h2 : 0 < ‖m - s‖ := norm_pos_iff.mpr (sub_ne_zero.mpr hm)
    have h3 : 0 < (1 / α - ‖T‖) / 2 * ‖m - s‖ ^ 2 :=
      mul_pos (by linarith) (pow_pos h2 2)
    linarith [(energy_excess_bounds hT hα hs m).1]
  · simpa using energy_complete_square hT hα hs s

/-- Polarisation catastrophe: if `α > 0` and `T` has an eigenvalue `τ` with `α τ > 1`, the
polarisation energy is unbounded below in every external field. -/
theorem polarisation_catastrophe (T : E →L[ℝ] E) (F : E) {α τ : ℝ} (hα : 0 < α) {v : E}
    (hv : v ≠ 0) (hTv : T v = τ • v) (hτ : 1 < α * τ) (C : ℝ) :
    ∃ m, energy T F α m < C := by
  have h1 : 1 / α < τ := by
    rw [div_lt_iff₀ hα]
    linarith [mul_comm α τ]
  obtain ⟨a, ha⟩ : ∃ a, a = (τ - 1 / α) / 2 * ‖v‖ ^ 2 := ⟨_, rfl⟩
  have hapos : 0 < a := by
    rw [ha]
    exact mul_pos (by linarith) (pow_pos (norm_pos_iff.mpr hv) 2)
  -- along the unstable mode the energy is a downward parabola
  have hE : ∀ r : ℝ, energy T F α (r • v) = -(r * (a * r + ⟪F, v⟫_ℝ)) := by
    intro r
    rw [ha]
    simp only [energy, map_smul, hTv, norm_smul, real_inner_smul_left, real_inner_smul_right,
      real_inner_self_eq_norm_sq, mul_pow, Real.norm_eq_abs, sq_abs]
    ring
  obtain ⟨r, hr1, har⟩ : ∃ r : ℝ, 1 ≤ r ∧ a * r = |⟪F, v⟫_ℝ| + |C| + 1 + a := by
    refine ⟨(|⟪F, v⟫_ℝ| + |C| + 1) / a + 1, ?_, ?_⟩
    · have : 0 ≤ (|⟪F, v⟫_ℝ| + |C| + 1) / a := by positivity
      linarith
    · rw [mul_add, mul_div_cancel₀ _ hapos.ne', mul_one]
  refine ⟨r • v, ?_⟩
  rw [hE]
  have h2 : |C| + 1 ≤ a * r + ⟪F, v⟫_ℝ := by linarith [neg_abs_le ⟪F, v⟫_ℝ]
  have h3 : 0 ≤ (r - 1) * (a * r + ⟪F, v⟫_ℝ) :=
    mul_nonneg (by linarith) (by linarith [abs_nonneg C])
  linarith [neg_abs_le C, sub_mul r 1 (a * r + ⟪F, v⟫_ℝ), one_mul (a * r + ⟪F, v⟫_ℝ)]

/-- The coupling of two collinear dipoles: each feels `t` times the other. -/
def pairCoupling (t : ℝ) : EuclideanSpace ℝ (Fin 2) →L[ℝ] EuclideanSpace ℝ (Fin 2) :=
  LinearMap.toContinuousLinearMap
    { toFun := fun x => !₂[t * x 1, t * x 0]
      map_add' := by
        intro x y
        ext i
        fin_cases i <;> simp [mul_add]
      map_smul' := by
        intro c x
        ext i
        fin_cases i <;> simp [mul_left_comm] }

/-- The coupling of two collinear dipoles is symmetric, and it satisfies `α ‖T‖ < 1` whenever
`α > 0` and `α |t| < 1`. -/
theorem pairCoupling_witness {α t : ℝ} (hα : 0 < α) (ht : α * |t| < 1) :
    (∀ x y, ⟪pairCoupling t x, y⟫_ℝ = ⟪x, pairCoupling t y⟫_ℝ) ∧
      α * ‖pairCoupling t‖ < 1 := by
  have happ : ∀ x, pairCoupling t x = !₂[t * x 1, t * x 0] := fun _ => rfl
  constructor
  · intro x y
    rw [happ, happ]
    simp [PiLp.inner_apply, Fin.sum_univ_two]
    ring
  · have hn : ‖pairCoupling t‖ ≤ |t| := by
      refine ContinuousLinearMap.opNorm_le_bound _ (abs_nonneg t) fun x => ?_
      refine (sq_le_sq₀ (norm_nonneg _) (by positivity)).mp ?_
      rw [mul_pow, sq_abs, EuclideanSpace.norm_sq_eq, EuclideanSpace.norm_sq_eq, happ]
      simp only [Fin.sum_univ_two, Real.norm_eq_abs, sq_abs]
      change (t * x 1) ^ 2 + (t * x 0) ^ 2 ≤ t ^ 2 * (x 0 ^ 2 + x 1 ^ 2)
      exact le_of_eq (by ring)
    exact (mul_le_mul_of_nonneg_left hn hα.le).trans_lt ht

end

end PolarisableEmbedding
```

```lean
#print axioms PolarisableEmbedding.iterate_energy_error
-- 'PolarisableEmbedding.iterate_energy_error' depends on axioms: [propext, Classical.choice, Quot.sound]
#print axioms PolarisableEmbedding.induced_dipoles_converge_to_minimiser
-- 'PolarisableEmbedding.induced_dipoles_converge_to_minimiser' depends on axioms: [propext, Classical.choice, Quot.sound]
#print axioms PolarisableEmbedding.polarisation_catastrophe
-- 'PolarisableEmbedding.polarisation_catastrophe' depends on axioms: [propext, Classical.choice, Quot.sound]
```

### What the Lean statements say about dipoles

`dipoleStep T F α` is $\Phi$ and `energy T F α` is $U$. They are separate definitions, so the link between the iteration and the minimum is proved and not built in. The type `E →L[ℝ] E` consists of continuous linear maps, which in finite dimension means all linear maps, and `‖T‖` is the operator norm. The hypothesis `hT` is symmetry of the coupling, that is, reciprocity between the sites.

The main theorem, `induced_dipoles_converge_to_minimiser`, states that some `s` has four properties: it is unchanged by an update, the iterates tend to it from every `m₀`, every `m ≠ s` has strictly higher energy, and its energy is `-⟪F, s⟫_ℝ / 2`. The theorem asks only for `CompleteSpace E`, which every finite-dimensional space satisfies, so your case is included.

The hypothesis `hαT` is $\alpha\lVert T\rVert<1$. Physically, the dipoles induced by the field of other dipoles must be smaller overall than the dipoles that produced that field. It is assumed, not derived from a molecular geometry. `pairCoupling_witness` verifies it in one concrete case, two collinear dipoles with components $x_0,x_1$ and $T(x_0,x_1)=(t x_1,t x_0)$. Here $t$ is the field at one site per unit dipole at the other, and $\alpha|t|<1$ suffices.

`polarisation_catastrophe` says that under its eigenvalue condition the energy falls below any given `C`, whatever the external field. It doesn't need symmetry. Couplings with $\alpha\lVert T\rVert\ge1$ but no eigenvalue above $1/\alpha$ are covered by neither theorem.

The sign convention is that $Tm$ is the field itself, which is why the interaction enters $U$ with a minus sign. The model has linear response and a single isotropic polarisability, and $T$ is an abstract map, not a dipole tensor built from positions.

In polarisable embedding, this is a simplified form of the problem of finding the environment's dipoles for a frozen density of the quantum region, where polarisabilities may differ between sites and be anisotropic; the mutual relaxation of density and dipoles is not treated. For $q<1$, the bound on the error of $U(m_n)$ shrinks as $q^{2n}$, while the bound on the dipole error shrinks as $q^n$. The faster rate doesn't carry over to the value $-\tfrac12\langle F,m_n\rangle$ that you report: it equals $U$ at $s$, but before convergence it is off by $-\tfrac12\langle F,m_n-s\rangle$, which is of first order in the dipole error and is bounded by $\tfrac12\lVert F\rVert q^n\lVert m_0-s\rVert$. To profit from the faster rate, evaluate $U(m_n)$ itself.

### From the contraction bound to the Lean proof

`dipoleStep_contracts` first rewrites the difference of two updates as `α • T (x - y)`, then applies the operator-norm bound `T.le_opNorm`. `iterate_error` is the induction on $n$: `Function.iterate_succ_apply'` exposes the last update, and the contraction bound supplies one more factor of $q$.

`energy_complete_square` does the expansion about $s$ without naming $d$. Its step `h` takes the inner product of the self-consistency equation with an arbitrary vector `x`. Using it at `m` and at `s` replaces $\langle m,s\rangle$ and $\lVert s\rVert^2$, while `e1`, `e2` and `e3` use the symmetry of $T$ and of the inner product to bring the interaction terms to a common form. After that, `field_simp` and `ring` confirm that the two sides agree.

`energy_excess_bounds` gets $U(s)$ by putting $m=s$ in that identity. Its step `hb` is the Cauchy–Schwarz estimate, and the two signs of the absolute value give the two bounds. `iterate_energy_error` inserts the squared dipole error into the upper one.

In the main theorem, `hc` records that the update is a contraction, and Mathlib's fixed-point theorem then yields `s`. Convergence follows by squeezing the error between zero and $q^n\lVert m_0-s\rVert$. For the strict minimum, `h1` turns $\alpha\lVert T\rVert<1$ into $\lVert T\rVert<1/\alpha$, which makes the lower bound positive whenever `m ≠ s`.

For the catastrophe, `hE` is the downward parabola in the form $-r(ar+\langle F,v\rangle)$. The proof picks $r\ge1$ with $ar=|\langle F,v\rangle|+|C|+1+a$. The bracket is then at least $|C|+1$, so the energy is at most $-(|C|+1)$, which is less than $C$.

For the pair of dipoles, symmetry is checked in components. The norm bound $\lVert T\rVert\le|t|$ comes from comparing squares, since $(t x_1)^2+(t x_0)^2=t^2(x_0^2+x_1^2)$.
